# The density's cusp defect at the nucleus when partial waves obey the cusp condition and remainders have zero slope

The theorem `cuspDefect_density` concerns a density n = Σₖ fₖuₖ² of finitely many real radial orbitals, each a finite combination of shared partial waves plus its own remainder gₖ. The partial waves have slope −Z times their value at the nucleus, the remainders have slope zero there, and all slopes are taken from the right; neither normalisation nor a wave equation is assumed. The claim is that n is differentiable from the right at the nucleus and that its cusp defect n′(0) + 2Z n(0) equals 2Z Σₖ fₖuₖ(0)gₖ(0). The attempt gets the slope of n from the two earlier lemmas, puts it into the definition of the defect, and lets the terms in uₖ(0)² cancel orbital by orbital.

As first written in Lean, the proof fails:

```lean
import Mathlib

open Set

namespace CuspDefectDensity

noncomputable section

variable {ι κ : Type*} [Fintype ι] [Fintype κ]

/-- A radial orbital expanded in partial waves `φ i` with coefficients `c i`, plus a remainder `g`,
which may be any function. -/
def orbital (c : ι → ℝ) (φ : ι → ℝ → ℝ) (g : ℝ → ℝ) (r : ℝ) : ℝ :=
  ∑ i, c i * φ i r + g r

/-- The density of the orbitals `u k` with occupations `f k`. -/
def density (f : κ → ℝ) (u : κ → ℝ → ℝ) (r : ℝ) : ℝ :=
  ∑ k, f k * u k r ^ 2

/-- The cusp defect `n'(0) + 2 Z n(0)` of a radial density `n` that is differentiable from
the right at the nucleus. -/
def cuspDefect (Z : ℝ) (n : ℝ → ℝ) : ℝ :=
  derivWithin n (Ici 0) 0 + 2 * Z * n 0

/-- If the partial waves obey the cusp condition and the remainder has zero slope at the
nucleus, the slope of the orbital there is `-Z` times its value without the remainder. -/
theorem orbital_slope {Z : ℝ} (c : ι → ℝ) {φ : ι → ℝ → ℝ} {g : ℝ → ℝ}
    (hφ : ∀ i, HasDerivWithinAt (φ i) (-Z * φ i 0) (Ici 0) 0)
    (hg : HasDerivWithinAt g 0 (Ici 0) 0) :
    HasDerivWithinAt (orbital c φ g) (-Z * (orbital c φ g 0 - g 0)) (Ici 0) 0 := by
  have h := (HasDerivWithinAt.fun_sum (u := Finset.univ)
    fun i _ => (hφ i).const_mul (c i)).fun_add hg
  refine h.congr_deriv ?_
  simp only [orbital, add_sub_cancel_right, add_zero, Finset.mul_sum]
  exact Finset.sum_congr rfl fun i _ => by ring

/-- The slope of the density at the nucleus, for orbitals with slopes `d k` there. -/
theorem density_slope (f : κ → ℝ) {u : κ → ℝ → ℝ} {d : κ → ℝ}
    (hu : ∀ k, HasDerivWithinAt (u k) (d k) (Ici 0) 0) :
    HasDerivWithinAt (density f u) (∑ k, f k * (2 * u k 0 * d k)) (Ici 0) 0 := by
  have h := HasDerivWithinAt.fun_sum (u := Finset.univ)
    fun k _ => ((hu k).fun_pow 2).const_mul (f k)
  exact h.congr_deriv (Finset.sum_congr rfl fun k _ => by norm_num)

/-- For partial waves that obey the cusp condition and remainders with zero slope at the
nucleus, the density is differentiable there from the right, and its cusp defect is
`2 Z` times the occupation-weighted sum of orbital times remainder at the nucleus. -/
theorem cuspDefect_density {Z : ℝ} (f : κ → ℝ) (c : κ → ι → ℝ) {φ : ι → ℝ → ℝ}
    {g : κ → ℝ → ℝ} (hφ : ∀ i, HasDerivWithinAt (φ i) (-Z * φ i 0) (Ici 0) 0)
    (hg : ∀ k, HasDerivWithinAt (g k) 0 (Ici 0) 0) :
    DifferentiableWithinAt ℝ (density f fun k => orbital (c k) φ (g k)) (Ici 0) 0 ∧
    cuspDefect Z (density f fun k => orbital (c k) φ (g k)) =
      2 * Z * ∑ k, f k * orbital (c k) φ (g k) 0 * g k 0 := by
  have h := density_slope f fun k => orbital_slope (c k) hφ (hg k)
  refine ⟨h.differentiableWithinAt, ?_⟩
  rw [cuspDefect, h.derivWithin (uniqueDiffOn_Ici (0 : ℝ) (mem_Ici.2 le_rfl))]
  -- the terms quadratic in the orbital cancel, one orbital at a time
  simp only [density, Finset.mul_sum, ← Finset.sum_add_distrib]
  exact Finset.sum_congr rfl fun k _ => by ring

end

end CuspDefectDensity
```

The compiler's answer:

```
Main.lean:56:58: error: Application type mismatch: The argument
  mem_Ici.mpr le_rfl
has type
  ?m.146 ∈ Ici ?m.146
of sort `Prop` but is expected to have type
  ℝ
of sort `Type` in the application
  uniqueDiffOn_Ici 0 (mem_Ici.mpr le_rfl)
Main.lean:53:60: error: unsolved goals
ι : Type u_1
κ : Type u_2
inst✝¹ : Fintype ι
inst✝ : Fintype κ
Z : ℝ
f : κ → ℝ
c : κ → ι → ℝ
φ : ι → ℝ → ℝ
g : κ → ℝ → ℝ
hφ : ∀ (i : ι), HasDerivWithinAt (φ i) (-Z * φ i 0) (Ici 0) 0
hg : ∀ (k : κ), HasDerivWithinAt (g k) 0 (Ici 0) 0
h :
  HasDerivWithinAt (density f fun k => orbital (c k) φ (g k))
    (∑ k, f k * (2 * orbital (c k) φ (g k) 0 * (-Z * (orbital (c k) φ (g k) 0 - g k 0)))) (Ici 0) 0
⊢ derivWithin (density f fun k => orbital (c k) φ (g k)) (Ici 0) 0 +
      2 * Z * density f (fun k => orbital (c k) φ (g k)) 0 =
    2 * Z * ∑ k, f k * orbital (c k) φ (g k) 0 * g k 0
```

What went wrong. The first message says that `uniqueDiffOn_Ici 0` was given a membership proof where it expected a real number. That term states `UniqueDiffOn ℝ (Ici 0)`, which unfolds to a statement about every point `x` and every proof that `x` lies in the set. Applied as a function, it therefore takes the point first and the proof second, and the attempt left out the point.

The second message follows from the first. In the goal it shows, `cuspDefect` has been unfolded but `derivWithin` is still there: the first rewrite of the `rw` went through, and the second, whose term was ill-typed, did not. The goal was left open at that point, so the message is no evidence against the algebra in the later lines.

The diff inserts the missing point `0`. The term then proves unique differentiability within `Ici 0` at 0, which is what `h.derivWithin` needs to replace the derivative by the slope in `h`. The closing lines stay as they were and finish the proof.

The repair, with which the file compiles:

```diff
@@ -54,5 +54,5 @@
   have h := density_slope f fun k => orbital_slope (c k) hφ (hg k)
   refine ⟨h.differentiableWithinAt, ?_⟩
-  rw [cuspDefect, h.derivWithin (uniqueDiffOn_Ici (0 : ℝ) (mem_Ici.2 le_rfl))]
+  rw [cuspDefect, h.derivWithin (uniqueDiffOn_Ici (0 : ℝ) 0 (mem_Ici.2 le_rfl))]
   -- the terms quadratic in the orbital cancel, one orbital at a time
   simp only [density, Finset.mul_sum, ← Finset.sum_add_distrib]
```
